# For atom-additive energies, pairwise inclusion-exclusion counts an atom once only if it lies in one or two fragments

## A central atom that disappears from the energy

A central atom 0 is bonded to atoms 1, 2 and 3, and I cut the molecule into the overlapping fragments {0,1}, {0,2} and {0,3}. I add the fragment energies and subtract the energies of the pairwise overlaps. Even if the energy is just a sum of atomic contributions, atom 0 then seems to drop out: it is added three times and subtracted three times. I believe that stopping at pairwise overlaps is right only for atoms in one or two fragments. Can this be made rigorous, for any truncation order, and machine-checked?

## The weight of an atom in m fragments

Yes. Let the fragments \(F_i\) be finite sets of atoms, and let \(E(S)=\sum_{a\in S}e_a\) for a set of atoms \(S\), with atomic energies \(e_a\). For a set \(T\) of fragment labels, let \(F_T\) be the set of atoms common to all \(F_i\) with \(i\in T\). The estimate truncated after \(K\)-fold overlaps is

\[
E_K=\sum_{k=0}^{K-1}(-1)^k\sum_{|T|=k+1}E(F_T).
\]

Suppose atom \(a\) lies in \(m_a\) fragments. It belongs to \(F_T\) exactly when \(T\) is chosen from those \(m_a\) labels, so it occurs in \(\binom{m_a}{k+1}\) of the \((k+1)\)-fold overlaps. Exchanging the sums gives

\[
E_K=\sum_a w_K(m_a)\,e_a,\qquad w_K(m)=\sum_{k=0}^{K-1}(-1)^k\binom{m}{k+1}.
\]

For \(K=2\) the weight is \(m-\binom m2\).

An atom in no fragment has weight 0. For the others,

\[
w_K(m+1)=1-(-1)^K\binom mK .
\]

At \(K=0\) both sides vanish. For the induction step, Pascal's rule gives

\[
\begin{aligned}
w_{K+1}(m+1)&=1-(-1)^K\binom mK+(-1)^K\left[\binom mK+\binom m{K+1}\right]\\
&=1-(-1)^{K+1}\binom m{K+1}.
\end{aligned}
\]

The weight is therefore 1 exactly when \(\binom mK=0\), that is, when \(m+1\le K\). In terms of the number of fragments containing the atom, the condition is \(1\le m_a\le K\).

If every atom meets this condition, \(E_K\) is the total energy. Conversely, if \(E_K\) is exact for all atomic energies, set \(e_a=1\) on one atom and zero elsewhere: the total is 1 and the estimate is \(w_K(m_a)\), so that weight must be 1.

In your molecule, take \(e=(-5,-1,-2,-3)\) in arbitrary units. The fragments give \(-6-7-8=-21\), and the three pair overlaps give \(-15\). The estimate is \(-6\), while the total is \(-11\). Adding the triple overlap, \(-5\), restores it.

The closed form also gives the sign of the error. If all \(e_a\le0\), as in this example, and every atom is covered, \(E_K\) is too high or exact for even \(K\), and too low or exact for odd \(K\); this corollary is not among the theorems in the file.

## What the Lean theorems say

`ι` labels the fragments and `α` the atoms, both finite. The family `F` may overlap arbitrarily, and identical fragments with different labels count separately. `energy`, `overlap` and `fragCount` are \(E\), \(F_T\) and \(m_a\); `truncated` and `weight` are \(E_K\) and \(w_K\).

`truncated_exact_iff` states the exactness criterion for every `K`, `pairwise_weight_eq_one_iff` gives the case \(m=1\) or \(m=2\), and `tripod_omits_centre` gives \(e_1+e_2+e_3\) for your fragments.

Additivity is an assumption: there are no interactions between atoms and no capping atoms at cut bonds. Only `truncated_two`, which writes out the second-order estimate, concerns an arbitrary energy functional. For fragment methods in electronic structure, the result is thus a counting check in the limit of non-interacting atoms, not an error estimate for real molecules.

```lean
import Mathlib

open Finset

namespace OverlappingFragments

noncomputable section

variable {ι α : Type*} [Fintype ι] [Fintype α] [DecidableEq α]

/-- The atom-additive energy of a set of atoms `S`, with atomic energies `e`. -/
def energy (e : α → ℝ) (S : Finset α) : ℝ := ∑ a ∈ S, e a

/-- The atoms common to all fragments whose labels lie in `T`. -/
def overlap (F : ι → Finset α) (T : Finset ι) : Finset α :=
  univ.filter (fun a => ∀ i ∈ T, a ∈ F i)

/-- The number of fragments that contain the atom `a`. -/
def fragCount (F : ι → Finset α) (a : α) : ℕ :=
  (univ.filter (fun i => a ∈ F i)).card

/-- The inclusion-exclusion estimate of the total energy, truncated after `K`-fold overlaps,
for an arbitrary energy functional `E` on sets of atoms. -/
def truncated (F : ι → Finset α) (E : Finset α → ℝ) (K : ℕ) : ℝ :=
  ∑ k ∈ range K, (-1) ^ k * ∑ T ∈ powersetCard (k + 1) univ, E (overlap F T)

/-- The alternating sum of binomial coefficients `choose m 1 - choose m 2 + ...` with `K` terms. -/
def weight (K m : ℕ) : ℝ := ∑ k ∈ range K, (-1) ^ k * (m.choose (k + 1) : ℝ)

/-- At second order the estimate is the sum of the fragment energies minus the sum of the
energies of all pairwise overlaps. -/
theorem truncated_two (F : ι → Finset α) (E : Finset α → ℝ) :
    truncated F E 2 = ∑ i, E (F i) - ∑ T ∈ powersetCard 2 univ, E (overlap F T) := by
  -- the overlap of a single fragment is the fragment itself
  have h1 : ∑ T ∈ powersetCard 1 univ, E (overlap F T) = ∑ i, E (F i) := by
    rw [Finset.powersetCard_one, Finset.sum_map]
    refine Finset.sum_congr rfl fun i _ => ?_
    congr 1
    ext a
    simp [overlap]
  unfold truncated
  simp only [Finset.sum_range_succ, Finset.sum_range_zero, zero_add, one_add_one_eq_two, h1]
  ring

/-- In the summed energy of all `k`-fold overlaps, an atom lying in `m` fragments is counted
`choose m k` times. -/
theorem sum_energy_overlap (F : ι → Finset α) (e : α → ℝ) (k : ℕ) :
    ∑ T ∈ powersetCard k univ, energy e (overlap F T)
      = ∑ a, ((fragCount F a).choose k : ℝ) * e a := by
  simp only [energy, overlap, Finset.sum_filter]
  rw [Finset.sum_comm]
  refine Finset.sum_congr rfl fun a _ => ?_
  -- the overlaps containing `a` are labelled by the sets of fragments that all contain `a`
  have h : (powersetCard k (univ : Finset ι)).filter (fun T => ∀ i ∈ T, a ∈ F i)
      = powersetCard k (univ.filter (fun i => a ∈ F i)) := by
    ext T
    simp [Finset.mem_powersetCard, Finset.subset_iff, and_comm]
  rw [← Finset.sum_filter, Finset.sum_const, nsmul_eq_mul, h, Finset.card_powersetCard,
    fragCount]

/-- For an atom-additive energy, the estimate truncated at order `K` counts each atom with the
weight `weight K m`, where `m` is the number of fragments containing it. -/
theorem truncated_energy (F : ι → Finset α) (e : α → ℝ) (K : ℕ) :
    truncated F (energy e) K = ∑ a, weight K (fragCount F a) * e a := by
  simp only [truncated, sum_energy_overlap, weight, Finset.mul_sum, Finset.sum_mul]
  rw [Finset.sum_comm]
  exact Finset.sum_congr rfl fun a _ => Finset.sum_congr rfl fun k _ => by ring

/-- Closed form of the weight of an atom that lies in `m + 1` fragments. -/
theorem weight_succ (K m : ℕ) :
    weight K (m + 1) = 1 - (-1) ^ K * (m.choose K : ℝ) := by
  induction K with
  | zero => simp [weight]
  | succ K ih =>
    have hs : weight (K + 1) (m + 1)
        = weight K (m + 1) + (-1) ^ K * ((m + 1).choose (K + 1) : ℝ) := by
      unfold weight
      rw [Finset.sum_range_succ]
    -- Pascal's rule makes the sum telescope
    rw [hs, ih, Nat.choose_succ_succ' m K, Nat.cast_add]
    ring

/-- Truncation at order `K` gives an atom weight one exactly when it lies in at least one and
at most `K` fragments. -/
theorem weight_eq_one_iff (K m : ℕ) : weight K m = 1 ↔ 1 ≤ m ∧ m ≤ K := by
  cases m with
  | zero => simp [weight]
  | succ m =>
    rw [weight_succ]
    constructor
    · intro h
      have h0 : (-1 : ℝ) ^ K * (m.choose K : ℝ) = 0 := by linarith
      have h1 : (m.choose K : ℝ) = 0 :=
        (mul_eq_zero.mp h0).resolve_left (pow_ne_zero _ (by norm_num))
      have h2 : m.choose K = 0 := by exact_mod_cast h1
      have h3 := Nat.choose_eq_zero_iff.mp h2
      omega
    · intro h
      have h2 : m.choose K = 0 := Nat.choose_eq_zero_of_lt (by omega)
      simp [h2]

/-- The estimate truncated at order `K` is exact for all choices of atomic energies if and only
if every atom lies in at least one and at most `K` fragments. -/
theorem truncated_exact_iff (F : ι → Finset α) (K : ℕ) :
    (∀ e : α → ℝ, truncated F (energy e) K = energy e univ)
      ↔ ∀ a, 1 ≤ fragCount F a ∧ fragCount F a ≤ K := by
  constructor
  · intro h a
    -- test with an energy carried by the single atom `a`
    have ha := h (fun b => if b = a then 1 else 0)
    rw [truncated_energy] at ha
    apply (weight_eq_one_iff K _).mp
    simpa [energy] using ha
  · intro h e
    rw [truncated_energy, energy]
    refine Finset.sum_congr rfl fun a _ => ?_
    rw [(weight_eq_one_iff K _).mpr (h a), one_mul]

/-- Truncation at pairwise overlaps counts an atom lying in `m` fragments with weight
`m - choose m 2`. -/
theorem pairwise_energy (F : ι → Finset α) (e : α → ℝ) :
    truncated F (energy e) 2
      = ∑ a, ((fragCount F a : ℝ) - ((fragCount F a).choose 2 : ℝ)) * e a := by
  rw [truncated_two, sum_energy_overlap]
  have h1 : ∑ i, energy e (F i) = ∑ a, (fragCount F a : ℝ) * e a := by
    simp only [energy, fragCount]
    rw [Finset.sum_comm' (t' := univ) (s' := fun a => univ.filter (fun i => a ∈ F i))
      (by simp)]
    simp [Finset.sum_const, nsmul_eq_mul]
  rw [h1, ← Finset.sum_sub_distrib]
  exact Finset.sum_congr rfl fun a _ => by ring

/-- The pairwise weight `m - choose m 2` equals one only for `m = 1` and `m = 2`. -/
theorem pairwise_weight_eq_one_iff (m : ℕ) :
    (m : ℝ) - (m.choose 2 : ℝ) = 1 ↔ m = 1 ∨ m = 2 := by
  have h : (m : ℝ) - (m.choose 2 : ℝ) = weight 2 m := by
    simp only [weight, Finset.sum_range_succ, Finset.sum_range_zero, zero_add,
      one_add_one_eq_two, Nat.choose_one_right]
    ring
  rw [h, weight_eq_one_iff]
  omega

/-- Three two-atom fragments `{0,1}`, `{0,2}`, `{0,3}` that share the atom `0`. -/
def tripod : Fin 3 → Finset (Fin 4) := ![{0, 1}, {0, 2}, {0, 3}]

/-- For the fragments `{0,1}`, `{0,2}`, `{0,3}` the pairwise estimate is the energy of the atoms
`1`, `2`, `3` alone: atom `0` is omitted. -/
theorem tripod_omits_centre (e : Fin 4 → ℝ) :
    truncated tripod (energy e) 2 = e 1 + e 2 + e 3 := by
  have h0 : fragCount tripod 0 = 3 := by decide
  have h1 : fragCount tripod 1 = 1 := by decide
  have h2 : fragCount tripod 2 = 1 := by decide
  have h3 : fragCount tripod 3 = 1 := by decide
  -- the shared atom has weight 3 - 3 = 0
  rw [pairwise_energy, Fin.sum_univ_four, h0, h1, h2, h3]
  norm_num [Nat.choose]

end

end OverlappingFragments
```

```lean
#print axioms OverlappingFragments.truncated_exact_iff
#print axioms OverlappingFragments.pairwise_energy
#print axioms OverlappingFragments.pairwise_weight_eq_one_iff
#print axioms OverlappingFragments.tripod_omits_centre
```

```
'OverlappingFragments.truncated_exact_iff' depends on axioms: [propext, Classical.choice, Quot.sound]
'OverlappingFragments.pairwise_energy' depends on axioms: [propext, Classical.choice, Quot.sound]
'OverlappingFragments.pairwise_weight_eq_one_iff' depends on axioms: [propext, Classical.choice, Quot.sound]
'OverlappingFragments.tripod_omits_centre' depends on axioms: [propext, Classical.choice, Quot.sound]
```

## How the proof follows the counting

- `sum_energy_overlap` exchanges the sums with `Finset.sum_comm`, then identifies the label sets `T` that contribute for atom `a` as the `k`-element subsets of the fragments containing it. `truncated_energy` collects the orders into the weight.
- `weight_succ` is the induction on `K`, with Pascal's rule as `Nat.choose_succ_succ'`. `weight_eq_one_iff` treats \(m=0\) separately and otherwise asks when the binomial coefficient vanishes.
- `truncated_exact_iff` uses the single-atom test energy in one direction and equality term by term in the other.
- `pairwise_energy` starts from `truncated_two` and counts single fragments and pairs. `pairwise_weight_eq_one_iff` specialises the general criterion to `K = 2`.
- For `tripod`, `decide` computes the fragment counts 3, 1, 1, 1, and `norm_num` evaluates the weights 0, 1, 1, 1.
